# Fourier coefficients of a rectangular barrier lattice: the sine formula and the narrow-barrier limit

An electron in a one-dimensional crystal of evenly spaced rectangular barriers is scattered between plane waves by the Fourier components of the potential. These components can be written as integrals over the barrier alone or over the whole unit cell. Here they are defined over the whole cell. The definition then applies to any integrable cell potential, and the reduction to the barrier becomes a statement to be proved.

Let $a$ be the lattice constant, $b$ the width of the barrier with $0<b<a$, and $V_0$ its height, a real number of either sign, so that wells are included. In the cell $[-a/2,a/2]$ the potential is $V(x)=V_0$ for $|x|\le b/2$ and zero elsewhere. For an integer $n$ its Fourier coefficient is

$$\hat V_n=\frac1a\int_{-a/2}^{a/2}V(x)\,e^{-2\pi i n x/a}\,dx .$$

Textbooks often write $V_n$ for this. The hat keeps the mean value $\hat V_0$ apart from the height $V_0$. The claim is that

$$\hat V_n=\frac{V_0\sin(n\pi b/a)}{n\pi}\quad(n\neq0),\qquad \hat V_0=\frac{V_0b}{a}.$$

For a non-interacting electron in a weak potential of this one-dimensional form, $2|\hat V_n|$ with $n\ge1$ is the first-order band gap at wave number $n\pi/a$, so the formula shows how the barrier width controls the gaps.

## From the cell integral to the sine

Since $b<a$, the barrier lies inside the cell, and the integrand vanishes outside the barrier. Hence

$$\hat V_n=\frac{V_0}{a}\int_{-b/2}^{b/2}e^{-2\pi i n x/a}\,dx .$$

For $n=0$ the exponential is one, the integral is $b$, and $\hat V_0=V_0b/a$. For $n\ne0$ put $c=-2\pi i n/a$ and $\theta=n\pi b/a$. An antiderivative of $e^{cx}$ is $e^{cx}/c$, and at the edges $c\,(\pm b/2)=\mp i\theta$. Therefore

$$\hat V_n=\frac{V_0}{a}\,\frac{e^{-i\theta}-e^{i\theta}}{c}
=\frac{V_0}{a}\,\frac{-2i\sin\theta}{-2\pi i n/a}
=\frac{V_0\sin\theta}{n\pi}.$$

The coefficient is real because the barrier is centred at the origin.

## Size, zeros and narrow barriers

Because $|\sin\theta|\le1$, every coefficient with $n\ne0$ satisfies $|\hat V_n|\le|V_0|/(|n|\pi)$. For $n\ge1$ the width $b=a/(2n)$ gives $\theta=\pi/2$, and the bound is attained.

If $V_0\neq0$ and $n\ne0$, the coefficient vanishes exactly when $\sin(n\pi b/a)=0$, that is, when $n\pi b/a=m\pi$ for some integer $m$, or $nb=ma$. With $0<b<a$ this forces $0<|m|<|n|$, so the coefficients with $n=\pm1$ never vanish. A barrier that fills half the cell loses all its even coefficients except the mean.

Now let the barrier become narrow while its strength $g=V_0b$, an energy times a length, stays fixed. Putting $V_0=g/b$ into the formula gives

$$\hat V_n=\frac{g\sin(n\pi b/a)}{n\pi b}=\frac ga\,\operatorname{sinc}\!\left(\frac{n\pi b}{a}\right),$$

where $\operatorname{sinc}t=\sin t/t$ for $t\neq0$ and $\operatorname{sinc}0=1$. The last expression is also right for $n=0$, where it gives $g/a$. Since sinc is continuous at zero, $\hat V_n\to g/a$ as $b\to0^+$, for every integer $n$. These are the coefficients of a comb of delta functions of strength $g$.

The limit is taken at each fixed $n$. At a given width the bound reads $|\hat V_n|\le|g|/(|n|\pi b)$, so the coefficients still fall off at large $|n|$. But as $b\to0^+$ with $g\neq0$ fixed, more and more of them come close to $g/a$. No fixed cutoff on $|n|$ therefore keeps the omitted coefficients small compared with $|g|/a$ at every width. This concerns the potential alone and does not say how fast the energies converge with the size of a plane-wave basis.

At the opposite limit, $b\to a^-$ with $V_0$ fixed, the sine tends to $\sin n\pi=0$ and the mean tends to $V_0$. The barriers merge into a constant potential, which scatters nothing. This limit, like the remarks on gaps and on a cutoff, is an informal addition to the checked statements.

## The cell potential and its coefficients in Lean

The namespace recalls the Kronig–Penney model, but the development concerns only the Fourier coefficients of its potential and contains no band equation.

```lean
import Mathlib

open MeasureTheory Filter
open scoped Real Topology

namespace KronigPenneyFourier

noncomputable section
```

The potential is a real function on the whole line with a single barrier.

```lean
/-- The rectangular barrier of height `V₀` and width `b > 0`, centred at the origin. -/
def barrier (V₀ b x : ℝ) : ℝ := if |x| ≤ b / 2 then V₀ else 0
```

No periodic repetition is built in, because the coefficient looks at one cell only. The edges $|x|=b/2$ belong to the barrier, a convention that has no effect on the integrals.

```lean
/-- The conjugate plane wave `exp(-2πinx/a)` of the `n`-th reciprocal lattice vector,
for a lattice constant `a ≠ 0`. -/
def wave (a : ℝ) (n : ℤ) (x : ℝ) : ℂ :=
  Complex.exp (-(2 * π * Complex.I * n * x) / a)
```

The function `wave` is the complex conjugate of the plane wave $e^{2\pi inx/a}$. Its index has type `ℤ`, so both signs of $n$ are available. The minus sign in the exponent and the prefactor $1/a$ in the next definition fix the Fourier convention.

```lean
/-- The `n`-th Fourier coefficient of a potential integrable on the cell `[-a/2, a/2]`, for a
lattice constant `a > 0`. -/
def fourierCoefficient (a : ℝ) (V : ℝ → ℝ) (n : ℤ) : ℂ :=
  1 / a * ∫ x in (-(a / 2))..(a / 2), (V x : ℂ) * wave a n x
```

The type admits any real function `V`, but the integral has its usual meaning only if `V` is integrable on the cell; otherwise Lean sets it to zero. The values of `V` are read as complex numbers before multiplication by the wave. The step from this model to a crystal is the identification of `fourierCoefficient a V n` with the matrix element that couples the plane waves of wave numbers $k$ and $k+2\pi n/a$ in the periodically repeated potential. That identification is standard, but it is made outside the code.

## Restricting the integral to the barrier

The first theorem has the hypotheses `0 < b` and `b < a`: the barrier has positive width, and neighbouring barriers are separated by a region of zero potential. Together they also make $a$ positive, so this needs no hypothesis of its own.

```lean
/-- For a barrier narrower than the cell, `0 < b < a`, the integral over the cell reduces to
the integral over the barrier. -/
theorem coefficient_eq_integral {a b : ℝ} (hb : 0 < b) (hba : b < a) (V₀ : ℝ) (n : ℤ) :
    fourierCoefficient a (barrier V₀ b) n =
      1 / a * ∫ x in (-(b / 2))..(b / 2), (V₀ : ℂ) * wave a n x := by
  have h : (fun x => (barrier V₀ b x : ℂ) * wave a n x) =
      (Set.Icc (-(b / 2)) (b / 2)).indicator (fun x => (V₀ : ℂ) * wave a n x) := by
    funext x
    by_cases hx : |x| ≤ b / 2
    · rw [Set.indicator_of_mem (show x ∈ Set.Icc (-(b / 2)) (b / 2) from abs_le.mp hx),
        barrier, if_pos hx]
    · have hm : x ∉ Set.Icc (-(b / 2)) (b / 2) := fun hm => hx (abs_le.mpr ⟨hm.1, hm.2⟩)
      rw [Set.indicator_of_notMem hm, barrier, if_neg hx, Complex.ofReal_zero, zero_mul]
  -- the barrier lies inside the cell
  have hset : Set.Ioc (-(a / 2)) (a / 2) ∩ Set.Icc (-(b / 2)) (b / 2) =
      Set.Icc (-(b / 2)) (b / 2) := by
    apply Set.inter_eq_right.mpr
    intro x hx
    exact ⟨by linarith [hx.1], by linarith [hx.2]⟩
  have h1 : -(a / 2) ≤ a / 2 := by linarith
  have h2 : -(b / 2) ≤ b / 2 := by linarith
  unfold fourierCoefficient
  rw [h, intervalIntegral.integral_of_le h1, intervalIntegral.integral_of_le h2,
    setIntegral_indicator measurableSet_Icc, hset, integral_Icc_eq_integral_Ioc]
```

The statement `h` rewrites the integrand as an indicator function: it equals $V_0$ times the wave on the closed interval $[-b/2,b/2]$ and zero off it. The two cases of `by_cases` are the two branches of the barrier. The statement `hset` says that intersecting the cell with the barrier gives back the barrier, and its proof uses $b<a$. Lean's integral between two ordered limits runs over a half-open interval, so the last rewrite exchanges the closed interval for the half-open one, which differs by a single point.

## The sine formula

The right-hand side of the next theorem is a real number regarded as a complex one. The equation therefore says that the coefficient is real as well as what it is.

```lean
/-- For `0 < b < a` and `n ≠ 0`, the Fourier coefficient of the barrier is
`V₀ sin(nπb/a)/(nπ)`. -/
theorem coefficient_eq_sin {a b : ℝ} (hb : 0 < b) (hba : b < a) (V₀ : ℝ) {n : ℤ}
    (hn : n ≠ 0) :
    fourierCoefficient a (barrier V₀ b) n =
      ((V₀ * Real.sin (n * π * b / a) / (n * π) : ℝ) : ℂ) := by
  have ha : (a : ℂ) ≠ 0 := Complex.ofReal_ne_zero.mpr (by linarith)
  have hn' : (n : ℂ) ≠ 0 := Int.cast_ne_zero.mpr hn
  have hpi : (π : ℂ) ≠ 0 := Complex.ofReal_ne_zero.mpr Real.pi_ne_zero
  obtain ⟨c, hc⟩ : ∃ c : ℂ, c = -(2 * π * Complex.I * n) / a := ⟨_, rfl⟩
  obtain ⟨θ, hθ⟩ : ∃ θ : ℝ, θ = n * π * b / a := ⟨_, rfl⟩
  have hca : c * a = -(2 * π * Complex.I * n) := by
    rw [hc, div_mul_cancel₀ _ ha]
  have hc0 : c ≠ 0 := by
    rw [hc]
    exact div_ne_zero (neg_ne_zero.mpr (mul_ne_zero (mul_ne_zero
      (mul_ne_zero two_ne_zero hpi) Complex.I_ne_zero) hn')) ha
  have hw : ∀ x : ℝ, wave a n x = Complex.exp (c * x) := by
    intro x
    rw [wave, hc]
    congr 1
    ring
  have e1 : c * ((b / 2 : ℝ) : ℂ) = -(θ : ℂ) * Complex.I := by
    rw [hc, hθ]
    push_cast
    ring
  have e2 : c * ((-(b / 2) : ℝ) : ℂ) = (θ : ℂ) * Complex.I := by
    rw [hc, hθ]
    push_cast
    ring
  -- integrate the exponential between the barrier edges
  rw [coefficient_eq_integral hb hba, intervalIntegral.integral_const_mul, ← hθ]
  simp_rw [hw]
  rw [integral_exp_mul_complex hc0, e1, e2]
  push_cast
  rw [Complex.sin]
  generalize Complex.exp (-(θ : ℂ) * Complex.I) - Complex.exp ((θ : ℂ) * Complex.I) = E
  have hE : E / c = E * Complex.I * a / (2 * π * n) := by
    rw [div_eq_div_iff hc0 (mul_ne_zero (mul_ne_zero two_ne_zero hpi) hn')]
    linear_combination (-E * Complex.I) * hca + 2 * π * n * E * Complex.I_sq
  rw [hE]
  field_simp
```

The proof introduces `c` and `θ` with the same meaning as in the calculation above. The facts `e1` and `e2` evaluate the exponent at the upper and lower edge, giving $-i\theta$ and $i\theta$. The lemma `integral_exp_mul_complex` supplies the antiderivative. It requires $c\neq0$, which is proved from $n\ne0$ and $a\neq0$.

Rewriting with `Complex.sin` replaces the sine by its expression in exponentials, so that the same difference $E=e^{-i\theta}-e^{i\theta}$ stands on both sides. What remains is the division by $c$, stated in `hE` as $E/c=iaE/(2\pi n)$. It follows from $ca=-2\pi in$ and $i^2=-1$, the two relations passed to `linear_combination`.

The mean value has its own theorem. At $n=0$ the sine formula would read $0/0$, which Lean evaluates to zero and not to the average of the potential.

```lean
/-- For `0 < b < a`, the zeroth coefficient is the cell average `V₀b/a`. -/
theorem coefficient_zero {a b : ℝ} (hb : 0 < b) (hba : b < a) (V₀ : ℝ) :
    fourierCoefficient a (barrier V₀ b) 0 = ((V₀ * b / a : ℝ) : ℂ) := by
  have hw : ∀ x : ℝ, wave a 0 x = 1 := by
    intro x
    simp [wave]
  rw [coefficient_eq_integral hb hba]
  simp_rw [hw]
  rw [intervalIntegral.integral_const, Complex.real_smul]
  push_cast
  ring
```

With $n=0$ the wave is identically one, and the integral of a constant is the constant times the length $b$.

## The bound and a width that attains it

The double bars in the next statement are the modulus of a complex number.

```lean
/-- For `0 < b < a` and `n ≠ 0`, the coefficient is at most `|V₀|/(|n|π)` in modulus. -/
theorem norm_coefficient_le {a b : ℝ} (hb : 0 < b) (hba : b < a) (V₀ : ℝ) {n : ℤ}
    (hn : n ≠ 0) :
    ‖fourierCoefficient a (barrier V₀ b) n‖ ≤ |V₀| / (|(n : ℝ)| * π) := by
  rw [coefficient_eq_sin hb hba V₀ hn, Complex.norm_real, Real.norm_eq_abs, abs_div,
    abs_mul, abs_mul, abs_of_pos Real.pi_pos]
  exact div_le_div_of_nonneg_right
    (mul_le_of_le_one_right (abs_nonneg _) (Real.abs_sin_le_one _)) (by positivity)
```

After the sine formula is inserted, the modulus of the quotient splits into factors, and `Real.abs_sin_le_one` bounds the sine. The denominator contains `|(n : ℝ)|`, so negative indices are included.

```lean
/-- For `a > 0` and `n ≥ 1`, a barrier of width `a/(2n)` has an `n`-th coefficient of modulus
exactly `|V₀|/(nπ)`. -/
theorem norm_coefficient_sharp {a : ℝ} (ha : 0 < a) (V₀ : ℝ) {n : ℤ} (hn : 1 ≤ n) :
    ‖fourierCoefficient a (barrier V₀ (a / (2 * n))) n‖ = |V₀| / (n * π) := by
  have hn1 : (1 : ℝ) ≤ n := by exact_mod_cast hn
  have hn0 : (0 : ℝ) < n := by linarith
  have hlt : a / (2 * n) < a := by
    rw [div_lt_iff₀ (by positivity)]
    nlinarith
  have harg : (n : ℝ) * π * (a / (2 * n)) / a = π / 2 := by
    field_simp
  rw [coefficient_eq_sin (by positivity) hlt V₀ (by omega), harg, Real.sin_pi_div_two,
    mul_one, Complex.norm_real, Real.norm_eq_abs, abs_div,
    abs_of_pos (mul_pos hn0 Real.pi_pos)]
```

This theorem takes $n\ge1$ and sets the width to $a/(2n)$. The step `hlt` checks that such a barrier is narrower than the cell. At the smallest index, $n=1$, it fills half of it. The step `harg` reduces the argument of the sine to $\pi/2$, and the modulus then equals the bound. The width chosen here depends on $n$, so the theorem speaks of one coefficient at a time. For $n\ge2$ it is not the only width that attains the bound: the width $a/2$, for example, does so for every odd $n$.

## Which coefficients vanish

The criterion assumes $V_0\ne0$, since without a barrier every coefficient is zero.

```lean
/-- For `0 < b < a`, `V₀ ≠ 0` and `n ≠ 0`, the `n`-th coefficient vanishes exactly when `nb`
is an integer multiple of the lattice constant. -/
theorem coefficient_eq_zero_iff {a b V₀ : ℝ} (hb : 0 < b) (hba : b < a) (hV : V₀ ≠ 0)
    {n : ℤ} (hn : n ≠ 0) :
    fourierCoefficient a (barrier V₀ b) n = 0 ↔ ∃ m : ℤ, (n : ℝ) * b = m * a := by
  have ha : a ≠ 0 := by linarith
  have hnp : (n : ℝ) * π ≠ 0 := mul_ne_zero (Int.cast_ne_zero.mpr hn) Real.pi_ne_zero
  rw [coefficient_eq_sin hb hba V₀ hn, Complex.ofReal_eq_zero, div_eq_zero_iff,
    or_iff_left hnp, mul_eq_zero, or_iff_right hV, Real.sin_eq_zero_iff]
  refine exists_congr fun m => ?_
  rw [eq_div_iff ha]
  constructor
  · intro h
    apply mul_right_cancel₀ Real.pi_ne_zero
    linear_combination -h
  · intro h
    linear_combination (-π) * h
```

The chain of rewrites follows the argument by hand. A quotient with nonzero denominator vanishes when its numerator does, the factor $V_0$ is not zero, and so the sine must be. `Real.sin_eq_zero_iff` turns this into the existence of an integer `m` with $m\pi=n\pi b/a$. The rest of the proof multiplies by $a$, then cancels $\pi$ in one direction and multiplies by it in the other, with the same `m` on both sides.

## Fixed strength and vanishing width

In the last theorem the height is `g / b`, so the area of the barrier stays equal to $g$ while its width changes. The symbol `𝓝[>] 0` means that $b$ approaches zero through positive values.

```lean
/-- For `a > 0` and fixed strength `g`, every Fourier coefficient of the barrier of height
`g/b` and width `b` tends to the same value `g/a` as `b` tends to zero from above. -/
theorem tendsto_delta_comb {a : ℝ} (ha : 0 < a) (g : ℝ) (n : ℤ) :
    Tendsto (fun b : ℝ => fourierCoefficient a (barrier (g / b) b) n)
      (𝓝[>] 0) (𝓝 ((g / a : ℝ) : ℂ)) := by
  have hcont : Continuous
      (fun b : ℝ => ((g / a * Real.sinc (n * π * b / a) : ℝ) : ℂ)) :=
    Complex.continuous_ofReal.comp (continuous_const.mul
      (Real.continuous_sinc.comp ((continuous_const.mul continuous_id).div_const a)))
  have hlim := (hcont.tendsto 0).mono_left (nhdsWithin_le_nhds (s := Set.Ioi (0 : ℝ)))
  simp only [mul_zero, zero_div, Real.sinc_zero, mul_one] at hlim
  refine hlim.congr' ?_
  -- at fixed strength the coefficient is a sinc function of the width
  filter_upwards [Ioo_mem_nhdsGT ha] with b hb
  have hb0 : b ≠ 0 := hb.1.ne'
  by_cases hn : n = 0
  · subst hn
    rw [coefficient_zero hb.1 hb.2, div_mul_cancel₀ g hb0]
    simp
  · have hn' : (n : ℝ) ≠ 0 := Int.cast_ne_zero.mpr hn
    have harg : (n : ℝ) * π * b / a ≠ 0 :=
      div_ne_zero (mul_ne_zero (mul_ne_zero hn' Real.pi_ne_zero) hb0) ha.ne'
    rw [coefficient_eq_sin hb.1 hb.2 _ hn, Real.sinc_of_ne_zero harg]
    congr 1
    generalize Real.sin (n * π * b / a) = s
    field_simp

end

end KronigPenneyFourier
```

The name `tendsto_delta_comb` refers to the physical picture. The statement itself is the convergence of each coefficient to $g/a$, and no delta function appears in it. Nor does it say that the band energies converge.

The proof begins with the function $(g/a)\operatorname{sinc}(n\pi b/a)$ of the variable $b$. `hcont` records that it is continuous, and `hlim` that it therefore tends to its value at $b=0$, which is $g/a$. `Real.sinc` is the unnormalised function $\sin t/t$, without the factor $\pi$ used in signal processing.

It remains to see that the Fourier coefficient agrees with this function for small positive $b$. The line with `filter_upwards` restricts attention to $0<b<a$, where the earlier theorems apply. For $n=0$ the agreement comes from `coefficient_zero`, as $(g/b)\,b/a=g/a$. For $n\neq0$ it comes from `coefficient_eq_sin` and the definition of sinc away from zero, followed by cancellation of the common factors.

```lean
#print axioms KronigPenneyFourier.coefficient_eq_sin
#print axioms KronigPenneyFourier.norm_coefficient_sharp
#print axioms KronigPenneyFourier.coefficient_eq_zero_iff
#print axioms KronigPenneyFourier.tendsto_delta_comb
```

```
'KronigPenneyFourier.coefficient_eq_sin' depends on axioms: [propext, Classical.choice, Quot.sound]
'KronigPenneyFourier.norm_coefficient_sharp' depends on axioms: [propext, Classical.choice, Quot.sound]
'KronigPenneyFourier.coefficient_eq_zero_iff' depends on axioms: [propext, Classical.choice, Quot.sound]
'KronigPenneyFourier.tendsto_delta_comb' depends on axioms: [propext, Classical.choice, Quot.sound]
```
